# The time-reversal-invariant operators on one spin 1/2 are the real quaternion matrices

## Spinors, time reversal and the reversed operator

A spinor \(\psi=(\psi_0,\psi_1)\) has two complex components, with index 0 for spin up and 1 for spin down along \(z\). An operator on it is a complex matrix \(M\) with entries \(M_{00},M_{01},M_{10},M_{11}\). A bar denotes complex conjugation, applied entry by entry to vectors and matrices without transposing them, and \(\mathrm i\) is the imaginary unit. With

\[
\sigma_y=\begin{pmatrix}0&-\mathrm i\\ \mathrm i&0\end{pmatrix},
\]

time reversal acts on a spinor as

\[
T\psi=\mathrm i\sigma_y\bar\psi=(\bar\psi_1,\,-\bar\psi_0).
\]

It is antiunitary and satisfies \(T^2=-1\). Conjugating an operator with it gives the reversed operator

\[
R(M)=TMT^{-1}=\sigma_y\bar M\sigma_y ,
\]

and \(M\) is called invariant when \(R(M)=M\). A different overall phase in \(T\) would leave \(R\) unchanged.

A real quaternion \(q=q_0+q_1\mathbf i+q_2\mathbf j+q_3\mathbf k\) is represented by

\[
Q(q)=q_0I-\mathrm i(q_1\sigma_x+q_2\sigma_y+q_3\sigma_z)=
\begin{pmatrix}q_0-\mathrm iq_3&-q_2-\mathrm iq_1\\ q_2-\mathrm iq_1&q_0+\mathrm iq_3\end{pmatrix}.
\]

## What the Lean theorems say

In the file, \(T\) is `timeReversal`, \(R\) is `reversed`, and invariance is the proposition `IsInvariant M`. The components \(q_0,q_1,q_2,q_3\) are `q.re`, `q.imI`, `q.imJ`, `q.imK`. The map \(Q\) appears twice: as the explicit matrix `quaternionMatrix`, and as `quaternionMap`, whose type records that it respects real-linear combinations, products and the unit.

For a single spin, the theorems state the following.

- `commutes_iff_isInvariant`: \(M\) commutes with \(T\) on every spinor exactly when it is invariant.
- `isInvariant_iff_form`: \(M\) is invariant exactly when its rows are \((a,b)\) and \((-\bar b,\bar a)\) for some complex \(a,b\).
- `isInvariant_iff_existsUnique_quaternion`: \(M\) is invariant exactly when there is one and only one \(q\) with \(Q(q)=M\).
- `invariant_hermitian_iff`: \(M\) is both invariant and Hermitian exactly when it is a real multiple of the identity.
- `existsUnique_invariant_parts`: every \(M\) is \(A+\mathrm iB\) for exactly one pair of invariant matrices \(A,B\).

The zero matrix is invariant, so by the third statement only \(q=0\) is mapped to it. Since \(Q\) is linear, it is therefore injective, and its image is the whole set of invariant matrices.

The last theorem, `orbital_invariant_iff_blocks`, concerns a matrix `H` indexed by pairs of an orbital from a finite set `n` and a spin. Invariance is written there as \((1\otimes\sigma_y)\bar H(1\otimes\sigma_y)=H\). This form is meant for real basis orbitals, each of which is left unchanged by conjugation. The theorem says that `H` is invariant exactly when every \(2\times2\) spin block, diagonal or not, has the quaternionic form.

In a two-component electronic-structure calculation with a finite basis of real orbitals, the spin block of a time-reversal-invariant one-particle Hamiltonian between two different orbitals is thus fixed by two complex numbers instead of four. The block of an orbital with itself is also Hermitian, so by `invariant_hermitian_iff` it is a real multiple of the identity.

## From invariance to two entry relations

Multiplying out the definition gives

\[
R(M)=\begin{pmatrix}\bar M_{11}&-\bar M_{10}\\-\bar M_{01}&\bar M_{00}\end{pmatrix}.
\]

Setting this equal to \(M\) yields four equations, which are two relations and their conjugates:

\[
M_{11}=\bar M_{00},\qquad M_{10}=-\bar M_{01}.
\]

With \(a=M_{00}\) and \(b=M_{01}\), these say that the rows of \(M\) are \((a,b)\) and \((-\bar b,\bar a)\).

Commutation with \(T\) leads to the same relations. For any \(\psi\),

\[
TM\psi=\bigl(\bar M_{10}\bar\psi_0+\bar M_{11}\bar\psi_1,\;-\bar M_{00}\bar\psi_0-\bar M_{01}\bar\psi_1\bigr),
\]
\[
MT\psi=\bigl(M_{00}\bar\psi_1-M_{01}\bar\psi_0,\;M_{10}\bar\psi_1-M_{11}\bar\psi_0\bigr).
\]

The entry relations make the two vectors equal. Conversely, spin up, \(\psi=(1,0)\), already gives \(\bar M_{10}=-M_{01}\) and \(\bar M_{00}=M_{11}\), which are both relations.

## Reading off the quaternion

The matrices \(e_1=-\mathrm i\sigma_x\), \(e_2=-\mathrm i\sigma_y\), \(e_3=-\mathrm i\sigma_z\) each square to \(-I\), and \(e_1e_2=-\sigma_x\sigma_y=-\mathrm i\sigma_z=e_3=-e_2e_1\), with the cyclic relations likewise. These are the multiplication rules of \(\mathbf i,\mathbf j,\mathbf k\), so \(Q\) respects products.

Comparing the first row of \(Q(q)\) with \((a,b)\) gives \(a=q_0-\mathrm iq_3\) and \(b=-q_2-\mathrm iq_1\), hence

\[
q_0=\operatorname{Re}a,\quad q_1=-\operatorname{Im}b,\quad q_2=-\operatorname{Re}b,\quad q_3=-\operatorname{Im}a.
\]

The second row of \(Q(q)\) is then \((-\bar b,\bar a)\), as required. This proves existence, and since the first row fixes all four coefficients, it also proves uniqueness. Conversely, every \(Q(q)\) has the invariant form with these \(a\) and \(b\).

## Hermitian operators and the role of each condition

Let \(M\) be invariant with rows \((a,b)\) and \((-\bar b,\bar a)\). Hermiticity requires \(\bar a=a\) on the diagonal. Off the diagonal it requires \(b=\overline{(-\bar b)}=-b\), so \(b=0\). Hence \(M=eI\) with \(e=a\) real. Conversely, such a matrix is Hermitian and has the invariant form with \(a=e\), \(b=0\).

Both conditions are needed. The matrix \(\sigma_z\) is Hermitian but not invariant, since \(R(\sigma_z)=-\sigma_z\); it describes a Zeeman splitting. The matrix \(-\mathrm i\sigma_z\) is invariant but not Hermitian. Neither is a real multiple of the identity.

The two levels of an invariant spin-1/2 Hamiltonian therefore coincide. This is Kramers degeneracy in its smallest case, a two-dimensional state space; the block theorem describes the matrices of larger systems and makes no statement about their eigenvalues.

## Splitting a general operator

Suppose \(M=A+\mathrm iB\) with \(A,B\) invariant. Because \(R\) conjugates scalars, \(R(M)=A-\mathrm iB\). Adding and subtracting gives

\[
A=\tfrac12\bigl(M+R(M)\bigr),\qquad B=-\tfrac{\mathrm i}{2}\bigl(M-R(M)\bigr),
\]

so there is at most one such pair. These matrices do add up to \(M\), since \(\mathrm iB=\tfrac12(M-R(M))\). They are also invariant: \(\bar\sigma_y=-\sigma_y\) and \(\sigma_y^2=I\) give \(R(R(M))=M\), from which \(R(A)=A\) and

\[
R(B)=\tfrac{\mathrm i}{2}\bigl(R(M)-M\bigr)=B.
\]

## Several orbitals

Let \(i,j\) label orbitals and \(s,t\) spins, and let \(H^{ij}\) be the spin block with entries \(H_{(i,s),(j,t)}\). The identity factor in \(1\otimes\sigma_y\) leaves the orbital labels alone, so

\[
\bigl[(1\otimes\sigma_y)\bar H(1\otimes\sigma_y)\bigr]_{(i,s),(j,t)}
=\sum_{s',t'}(\sigma_y)_{ss'}\,\bar H_{(i,s'),(j,t')}\,(\sigma_y)_{t't}
=R(H^{ij})_{st}.
\]

Invariance of \(H\) is therefore invariance of each block, and the single-spin result applies to each. With one orbital there is one block, and the theorem reduces to the single-spin case.

## The complete Lean file

```lean
import Mathlib

open Matrix ComplexConjugate
open scoped Kronecker Quaternion

namespace TimeReversalQuaternions

noncomputable section

/-- The Pauli matrix `σ_y`. -/
def sigmaY : Matrix (Fin 2) (Fin 2) ℂ := !![0, -Complex.I; Complex.I, 0]

/-- Time reversal of a spinor: complex conjugation followed by `i σ_y`. -/
def timeReversal (ψ : Fin 2 → ℂ) : Fin 2 → ℂ := (Complex.I • sigmaY) *ᵥ star ψ

/-- The time-reversed operator `σ_y conj(M) σ_y`. -/
def reversed (M : Matrix (Fin 2) (Fin 2) ℂ) : Matrix (Fin 2) (Fin 2) ℂ :=
  sigmaY * M.map conj * sigmaY

/-- A spin operator is time-reversal invariant if it equals its time-reversed operator. -/
def IsInvariant (M : Matrix (Fin 2) (Fin 2) ℂ) : Prop := reversed M = M

/-- The matrix `q0 I - i (q1 σ_x + q2 σ_y + q3 σ_z)` of the real quaternion
`q0 + q1 i + q2 j + q3 k`, written out. -/
def quaternionMatrix (q : ℍ[ℝ]) : Matrix (Fin 2) (Fin 2) ℂ :=
  !![⟨q.re, -q.imK⟩, ⟨-q.imJ, -q.imI⟩; ⟨q.imJ, -q.imI⟩, ⟨q.re, q.imK⟩]

/-- The quaternion matrices as a homomorphism of real algebras. -/
def quaternionMap : ℍ[ℝ] →ₐ[ℝ] Matrix (Fin 2) (Fin 2) ℂ :=
  AlgHom.ofLinearMap
    { toFun := quaternionMatrix
      map_add' := by
        intro p q
        ext i j
        fin_cases i <;> fin_cases j <;> apply Complex.ext <;>
          simp [quaternionMatrix] <;> ring
      map_smul' := by
        intro r q
        ext i j
        fin_cases i <;> fin_cases j <;> apply Complex.ext <;> simp [quaternionMatrix] }
    (by
      change quaternionMatrix 1 = 1
      ext i j
      fin_cases i <;> fin_cases j <;> apply Complex.ext <;> simp [quaternionMatrix])
    (by
      intro p q
      change quaternionMatrix (p * q) = quaternionMatrix p * quaternionMatrix q
      ext i j
      fin_cases i <;> fin_cases j <;> apply Complex.ext <;>
        simp [quaternionMatrix, Matrix.mul_apply, Fin.sum_univ_two] <;> ring)

/-- Time reversal exchanges the two diagonal entries of an operator with each other, and likewise
the two off-diagonal entries; it conjugates all four and changes the sign of the off-diagonal ones.
-/
theorem reversed_eq (M : Matrix (Fin 2) (Fin 2) ℂ) :
    reversed M = !![conj (M 1 1), -conj (M 1 0); -conj (M 0 1), conj (M 0 0)] := by
  ext i j
  fin_cases i <;> fin_cases j <;> apply Complex.ext <;>
    simp [reversed, sigmaY, Matrix.mul_apply, Matrix.vecMul, dotProduct, Fin.sum_univ_two]

/-- Invariance under time reversal amounts to two relations between matrix entries. -/
theorem isInvariant_iff_entries (M : Matrix (Fin 2) (Fin 2) ℂ) :
    IsInvariant M ↔ M 1 1 = conj (M 0 0) ∧ M 1 0 = -conj (M 0 1) := by
  unfold IsInvariant
  rw [reversed_eq]
  constructor
  · intro h
    exact ⟨by simpa using (congrArg (fun N => N 1 1) h).symm,
      by simpa using (congrArg (fun N => N 1 0) h).symm⟩
  · rintro ⟨h1, h2⟩
    ext i j
    fin_cases i <;> fin_cases j <;> simp [h1, h2]

/-- An operator commutes with time reversal on every spinor exactly when
`σ_y conj(M) σ_y = M`. -/
theorem commutes_iff_isInvariant (M : Matrix (Fin 2) (Fin 2) ℂ) :
    (∀ ψ, timeReversal (M *ᵥ ψ) = M *ᵥ timeReversal ψ) ↔ IsInvariant M := by
  have hT : ∀ ψ, timeReversal ψ = ![conj (ψ 1), -conj (ψ 0)] := by
    intro ψ
    ext i
    fin_cases i <;> apply Complex.ext <;>
      simp [timeReversal, sigmaY, Matrix.mulVec, dotProduct, Fin.sum_univ_two]
  rw [isInvariant_iff_entries]
  constructor
  · intro h
    -- the spin-up state already fixes both relations
    have h' := h ![1, 0]
    rw [hT, hT] at h'
    have h0 : conj (M 1 0) = -M 0 1 := by
      simpa [Matrix.mulVec, dotProduct, Fin.sum_univ_two] using congrFun h' 0
    have h1 : conj (M 0 0) = M 1 1 := by
      simpa [Matrix.mulVec, dotProduct, Fin.sum_univ_two] using congrFun h' 1
    exact ⟨h1.symm, by simpa using congrArg conj h0⟩
  · rintro ⟨h1, h2⟩ ψ
    rw [hT, hT]
    ext i
    fin_cases i <;> simp [Matrix.mulVec, dotProduct, Fin.sum_univ_two, h1, h2]
    all_goals ring

/-- The time-reversal invariant operators are exactly the matrices with rows
`(a, b)` and `(-conj b, conj a)`. -/
theorem isInvariant_iff_form (M : Matrix (Fin 2) (Fin 2) ℂ) :
    IsInvariant M ↔ ∃ a b : ℂ, M = !![a, b; -conj b, conj a] := by
  rw [isInvariant_iff_entries]
  constructor
  · rintro ⟨h1, h2⟩
    refine ⟨M 0 0, M 0 1, ?_⟩
    ext i j
    fin_cases i <;> fin_cases j <;> simp [h1, h2]
  · rintro ⟨a, b, rfl⟩
    simp

/-- A spin operator is time-reversal invariant exactly when it is the matrix of one and
only one real quaternion. -/
theorem isInvariant_iff_existsUnique_quaternion (M : Matrix (Fin 2) (Fin 2) ℂ) :
    IsInvariant M ↔ ∃! q : ℍ[ℝ], quaternionMap q = M := by
  rw [isInvariant_iff_form]
  constructor
  · rintro ⟨a, b, rfl⟩
    refine ⟨⟨a.re, -b.im, -b.re, -a.im⟩, ?_, ?_⟩
    · change quaternionMatrix _ = _
      ext i j
      fin_cases i <;> fin_cases j <;> apply Complex.ext <;> simp [quaternionMatrix]
    · -- the first row determines all four real coefficients
      intro q hq
      have hq' : quaternionMatrix q = !![a, b; -conj b, conj a] := hq
      have h0 : (⟨q.re, -q.imK⟩ : ℂ) = a := by
        simpa [quaternionMatrix] using congrArg (fun N => N 0 0) hq'
      have h1 : (⟨-q.imJ, -q.imI⟩ : ℂ) = b := by
        simpa [quaternionMatrix] using congrArg (fun N => N 0 1) hq'
      apply Quaternion.ext <;> simp [← h0, ← h1]
  · rintro ⟨q, hq, -⟩
    have hq' : quaternionMatrix q = M := hq
    refine ⟨⟨q.re, -q.imK⟩, ⟨-q.imJ, -q.imI⟩, ?_⟩
    rw [← hq']
    ext i j
    fin_cases i <;> fin_cases j <;> apply Complex.ext <;> simp [quaternionMatrix]

/-- A Hamiltonian of a single spin 1/2 is Hermitian and time-reversal invariant exactly
when it is a real multiple of the identity. -/
theorem invariant_hermitian_iff (M : Matrix (Fin 2) (Fin 2) ℂ) :
    (IsInvariant M ∧ M.IsHermitian) ↔ ∃ e : ℝ, M = !![(e : ℂ), 0; 0, (e : ℂ)] := by
  rw [isInvariant_iff_form]
  constructor
  · rintro ⟨⟨a, b, rfl⟩, hM⟩
    have ha : conj a = a := by simpa using hM.apply 0 0
    have hb' : -b = b := by simpa using hM.apply 0 1
    have hb : b = 0 := by linear_combination (-1 / 2 : ℂ) * hb'
    have har : (a.re : ℂ) = a := Complex.conj_eq_iff_re.1 ha
    refine ⟨a.re, ?_⟩
    rw [har, ha, hb]
    simp
  · rintro ⟨e, rfl⟩
    refine ⟨⟨e, 0, by simp⟩, Matrix.IsHermitian.ext ?_⟩
    intro i j
    fin_cases i <;> fin_cases j <;> simp

/-- Every operator on a spin 1/2 splits in exactly one way as `A + i B` with `A` and `B`
time-reversal invariant. -/
theorem existsUnique_invariant_parts (M : Matrix (Fin 2) (Fin 2) ℂ) :
    ∃! p : Matrix (Fin 2) (Fin 2) ℂ × Matrix (Fin 2) (Fin 2) ℂ,
      IsInvariant p.1 ∧ IsInvariant p.2 ∧ M = p.1 + Complex.I • p.2 := by
  have h2 : conj (2 : ℂ) = 2 := by apply Complex.ext <;> simp
  refine ⟨((1 / 2 : ℂ) • (M + reversed M), (-Complex.I / 2) • (M - reversed M)),
    ⟨?_, ?_, ?_⟩, ?_⟩
  · rw [isInvariant_iff_entries, reversed_eq]
    constructor <;> simp [h2] <;> ring
  · rw [isInvariant_iff_entries, reversed_eq]
    constructor <;> simp [h2] <;> ring
  · ext i j
    simp only [Matrix.add_apply, Matrix.sub_apply, Matrix.smul_apply, smul_eq_mul]
    linear_combination (1 / 2 : ℂ) * (M i j - reversed M i j) * Complex.I_sq
  · rintro ⟨A, B⟩ ⟨hA, hB, hM⟩
    -- time reversal is antilinear, so it flips the sign of the second part
    have hR : reversed M = A - Complex.I • B := by
      have h : reversed M = reversed A - Complex.I • reversed B := by
        rw [hM, reversed_eq, reversed_eq, reversed_eq]
        ext i j
        fin_cases i <;> fin_cases j <;> simp <;> ring
      rw [h, show reversed A = A from hA, show reversed B = B from hB]
    rw [hR, hM]
    refine Prod.ext ?_ ?_
    · ext i j
      simp only [Matrix.add_apply, Matrix.sub_apply, Matrix.smul_apply, smul_eq_mul]
      ring
    · ext i j
      simp only [Matrix.add_apply, Matrix.sub_apply, Matrix.smul_apply, smul_eq_mul]
      linear_combination B i j * Complex.I_sq

/-- For finitely many real orbitals with spin 1/2, an operator is time-reversal invariant exactly
when each of its 2 by 2 spin blocks has rows `(a, b)` and `(-conj b, conj a)`. -/
theorem orbital_invariant_iff_blocks {n : Type*} [Fintype n] [DecidableEq n]
    (H : Matrix (n × Fin 2) (n × Fin 2) ℂ) :
    ((1 : Matrix n n ℂ) ⊗ₖ sigmaY) * H.map conj * ((1 : Matrix n n ℂ) ⊗ₖ sigmaY) = H ↔
      ∀ i j, ∃ a b : ℂ, H.submatrix (fun s => (i, s)) (fun s => (j, s)) =
        !![a, b; -conj b, conj a] := by
  -- time reversal acts on each spin block separately
  have key : ∀ i j s t,
      (((1 : Matrix n n ℂ) ⊗ₖ sigmaY) * H.map conj * ((1 : Matrix n n ℂ) ⊗ₖ sigmaY))
        (i, s) (j, t) =
      reversed (H.submatrix (fun s => (i, s)) (fun s => (j, s))) s t := by
    intro i j s t
    simp [reversed, Matrix.mul_apply, Fintype.sum_prod_type_right, Matrix.one_apply,
      ite_mul, mul_ite]
  simp only [← isInvariant_iff_form]
  constructor
  · intro h i j
    ext s t
    rw [← key, h]
    rfl
  · intro h
    ext ⟨i, s⟩ ⟨j, t⟩
    rw [key, show reversed _ = _ from h i j]
    rfl

end

end TimeReversalQuaternions
```

```lean
#print axioms TimeReversalQuaternions.isInvariant_iff_existsUnique_quaternion
#print axioms TimeReversalQuaternions.invariant_hermitian_iff
#print axioms TimeReversalQuaternions.existsUnique_invariant_parts
#print axioms TimeReversalQuaternions.orbital_invariant_iff_blocks
```

```
'TimeReversalQuaternions.isInvariant_iff_existsUnique_quaternion' depends on axioms: [propext, Classical.choice, Quot.sound]
'TimeReversalQuaternions.invariant_hermitian_iff' depends on axioms: [propext, Classical.choice, Quot.sound]
'TimeReversalQuaternions.existsUnique_invariant_parts' depends on axioms: [propext, Classical.choice, Quot.sound]
'TimeReversalQuaternions.orbital_invariant_iff_blocks' depends on axioms: [propext, Classical.choice, Quot.sound]
```

## How the Lean proofs match the derivation

Most of the matrix identities are checked entry by entry: `fin_cases` runs through the index values, and `Complex.ext` separates real and imaginary parts where needed. `quaternionMap` is built this way, with its product rule verified on the explicit matrices instead of through the relations among the \(e_k\).

`reversed_eq` is the displayed formula for \(R(M)\), and `isInvariant_iff_entries` extracts the two relations from it. Most later proofs start from these relations or from the matrix form derived from them. In `commutes_iff_isInvariant`, the local statement `hT` is the component formula for \(T\psi\), and `h ![1, 0]` is the test on spin up.

In `isInvariant_iff_existsUnique_quaternion`, the quaternion supplied is `⟨a.re, -b.im, -b.re, -a.im⟩`, the four coefficients found above. For uniqueness, `h0` and `h1` compare the two entries of the first row.

In `invariant_hermitian_iff`, `hM.apply 0 0` and `hM.apply 0 1` are the two Hermiticity conditions, and `linear_combination` turns \(-b=b\) into \(b=0\).

The proof of `existsUnique_invariant_parts` supplies the formulas for \(A\) and \(B\) at the start. It checks their invariance through the entry relations, where the derivation used \(R(R(M))=M\). The uniqueness part follows the same route as above: `hR` is \(R(M)=A-\mathrm iB\), and substituting it into the formulas returns the given pair.

In `orbital_invariant_iff_blocks`, `key` is the block identity of the preceding derivation. Its `simp` call expands the matrix products into sums over orbitals and spins, and the entries of the identity matrix remove the orbital sums. Both directions then compare entries using `key`.
